# Becquerel's formula for finitely many undamped oscillators with a common cyclotron frequency

Linearly polarised light travels through a transparent medium along a static magnetic field, and its plane of polarisation turns. This is the Faraday effect. Becquerel's formula obtains the rotation at weak field from a quantity measured with no magnet at all, the change of the refractive index with the frequency of the light. Below, the medium consists of identical polarizable units, each a finite set of classical charged oscillators, isotropic, undamped and independent of one another, and the formula is derived from their equation of motion.

The oscillators are labelled by a finite type `ι`. Oscillator $k$ has frequency $\omega_{0,k}$ and strength $f_k$, written `ω₀ k` and `f k`; the light has frequency $w$.

```lean
import Mathlib

open Filter Topology

namespace BecquerelFormula

noncomputable section

variable {ι : Type*} [Fintype ι]
```

## Circular motion across the field

Combine the two coordinates transverse to the field into one complex number $z=x+iy$. For an electron of charge $-e$ and mass $m$ in a field $\mathcal B$ along the axis of propagation, the magnetic force contributes $+i(e\mathcal B/m)\,z'$ to the acceleration. Writing $B=e\mathcal B/m$, the cyclotron frequency, we have
$$z''-iBz'+\omega_0^2z=f\,e^{-iswt},\qquad s=\pm1,$$
where $s$ is the sense of rotation of the light. Here $z$ is scaled to be the induced dipole moment per unit light field, so $f=e^2/m$ for a single electron. One value of $B$ serves every oscillator, which means that all have the same charge-to-mass ratio.

Both the drive and the expected response are circular orbits $A\,e^{-iut}$ with complex amplitude $A$ and signed frequency $u=sw$.

```lean
/-- The complex transverse coordinate of a charge circling with amplitude `A` and signed
frequency `u`. -/
def orbit (A : ℂ) (u t : ℝ) : ℂ := A * Complex.exp (-(Complex.I * (u : ℂ) * (t : ℂ)))
```

## Polarizabilities and the rotation angle

Without a magnetic field, the response per unit light field is
$$\alpha(w)=\sum_k\frac{f_k}{\omega_{0,k}^2-w^2}.$$

```lean
/-- The polarizability of finitely many oscillators without a magnetic field, for `w ^ 2`
different from every `ω₀ k ^ 2`. -/
def pol (f ω₀ : ι → ℝ) (w : ℝ) : ℝ := ∑ k, f k / (ω₀ k ^ 2 - w ^ 2)
```

With the field, the polarizability for light of sense $s$ is
$$\alpha_s(B)=\sum_k\frac{f_k}{\omega_{0,k}^2-w^2-swB}.$$
The equation of motion will confirm these denominators.

```lean
/-- The polarizability for circular light of sense `s = 1` or `s = -1` in a magnetic field `B`
(in frequency units), where no denominator vanishes. -/
def circularPol (f ω₀ : ι → ℝ) (w s B : ℝ) : ℝ :=
  ∑ k, f k / (ω₀ k ^ 2 - w ^ 2 - s * w * B)
```

Both derivatives needed later are multiples of one sum,
$$D(w)=\sum_k\frac{2wf_k}{(\omega_{0,k}^2-w^2)^2}.$$

```lean
/-- The sum over oscillators of `2 w f / (ω₀ ^ 2 - w ^ 2) ^ 2`, for `w ^ 2` different from every
`ω₀ k ^ 2`. -/
def dispersion (f ω₀ : ι → ℝ) (w : ℝ) : ℝ :=
  ∑ k, 2 * w * f k / (ω₀ k ^ 2 - w ^ 2) ^ 2
```

The refractive index is taken as $n=\sqrt{1+\kappa\alpha}$. The constant $\kappa$ stands for the density of polarizable units, divided by the vacuum permittivity in SI units. This relation is assumed: it describes a non-magnetic medium without local-field corrections.

```lean
/-- The refractive index of a medium with polarizability `a` and density factor `κ`, for
`1 + κ * a` nonnegative. -/
def refractiveIndex (κ a : ℝ) : ℝ := √(1 + κ * a)
```

Linear light is an equal sum of the two circular waves, with indices $n_+$ and $n_-$. After a length $L$, with the speed of light set to one, the transverse field is proportional to
$$e^{-iw(t-n_+L)}+e^{iw(t-n_-L)}=2\,e^{iw(n_+-n_-)L/2}\cos\!\left(wt-\tfrac{w(n_++n_-)L}{2}\right).$$
The cosine oscillates along a fixed line, and the prefactor turns that line by $w(n_+-n_-)L/2$. The rotation per unit length is therefore $\tfrac w2(n_+-n_-)$, counted positive from $x$ towards $y$.

```lean
/-- The Faraday rotation per unit length, in units where the speed of light is one: half the
frequency times the difference of the two circular refractive indices. -/
def faradayRotation (κ : ℝ) (f ω₀ : ι → ℝ) (w B : ℝ) : ℝ :=
  w / 2 * (refractiveIndex κ (circularPol f ω₀ w 1 B)
    - refractiveIndex κ (circularPol f ω₀ w (-1) B))
```

## The steady orbit fixes the denominators

Differentiating $A\,e^{-iut}$ multiplies its amplitude by $-iu$. The Lean proof applies the chain rule to the complex exponential of a real time.

```lean
/-- The velocity on a circular orbit is again a circular orbit, with amplitude multiplied by
`-i u`. -/
theorem orbit_hasDerivAt (A : ℂ) (u t : ℝ) :
    HasDerivAt (orbit A u) (orbit (-(Complex.I * (u : ℂ)) * A) u t) t := by
  have h0 : HasDerivAt (fun x : ℝ => (x : ℂ)) 1 t := by
    simpa using (hasDerivAt_id' t).ofReal_comp
  have h := ((h0.const_mul (Complex.I * (u : ℂ))).fun_neg.cexp).const_mul A
  exact h.congr_deriv (by simp only [orbit]; ring)
```

Insert the orbit with $u=sw$ into the equation of motion. Then $z''=-s^2w^2z=-w^2z$ and $-iBz'=-iB(-isw)z=-swBz$, so the left side equals
$$(\omega_0^2-w^2-swB)\,A\,e^{-iswt}.$$
It agrees with $f\,e^{-iswt}$ at all times exactly when
$$A=\frac{f}{\omega_0^2-w^2-swB},$$
provided that the denominator is not zero. The amplitude is real because nothing damps the motion.

The theorem `steady_state_iff` states this equivalence for any complex `A`, with `hs` encoding $s=\pm1$ and `hres` excluding resonance. It concerns only circular trial orbits with the signed frequency $sw$ of the light; free oscillations that could be added to them are not considered. In the proof, `key` is the displayed left side, and `linear_combination` supplies $i^2=-1$ and $s^2=1$. One direction then follows by setting $t=0$, where the exponential is one, and the other by substitution.

```lean
/-- Off resonance, a circular orbit with the signed frequency `s w` of the light solves the equation
of motion of an oscillator in a magnetic field driven by circular light exactly when its amplitude
is `f / (ω₀ ^ 2 - w ^ 2 - s w B)`. -/
theorem steady_state_iff (A : ℂ) (f ω₀ w s B : ℝ) (hs : s ^ 2 = 1)
    (hres : ω₀ ^ 2 - w ^ 2 - s * w * B ≠ 0) :
    (∀ t : ℝ, deriv (deriv (orbit A (s * w))) t
        - Complex.I * (B : ℂ) * deriv (orbit A (s * w)) t
        + (ω₀ : ℂ) ^ 2 * orbit A (s * w) t = orbit (f : ℂ) (s * w) t) ↔
      A = ((f / (ω₀ ^ 2 - w ^ 2 - s * w * B) : ℝ) : ℂ) := by
  have hd : ∀ C : ℂ, deriv (orbit C (s * w))
      = orbit (-(Complex.I * ((s * w : ℝ) : ℂ)) * C) (s * w) :=
    fun C => funext fun t => (orbit_hasDerivAt C (s * w) t).deriv
  have hs' : (s : ℂ) ^ 2 = 1 := by exact_mod_cast hs
  have hD : ((ω₀ ^ 2 - w ^ 2 - s * w * B : ℝ) : ℂ) ≠ 0 := Complex.ofReal_ne_zero.mpr hres
  -- the equation of motion multiplies the amplitude by the resonance denominator
  have key : ∀ t : ℝ, deriv (deriv (orbit A (s * w))) t
        - Complex.I * (B : ℂ) * deriv (orbit A (s * w)) t
        + (ω₀ : ℂ) ^ 2 * orbit A (s * w) t
      = orbit (A * ((ω₀ ^ 2 - w ^ 2 - s * w * B : ℝ) : ℂ)) (s * w) t := by
    intro t
    rw [hd, hd]
    simp only [orbit]
    generalize Complex.exp (-(Complex.I * ((s * w : ℝ) : ℂ) * (t : ℂ))) = E
    push_cast
    linear_combination (A * E * ((s : ℂ) ^ 2 * (w : ℂ) ^ 2 + s * w * B)) * Complex.I_sq
      - (A * E * (w : ℂ) ^ 2) * hs'
  simp only [key]
  rw [Complex.ofReal_div, eq_div_iff hD]
  constructor
  · intro h
    have h0 := h 0
    simp only [orbit, Complex.ofReal_zero, mul_zero, neg_zero, Complex.exp_zero, mul_one] at h0
    exact h0
  · intro h t
    rw [h]
```

## Frequency slope and field slope

For each oscillator with $\omega_{0,k}^2\ne w^2$,
$$\frac{d}{dw}\,\frac{f_k}{\omega_{0,k}^2-w^2}=\frac{2wf_k}{(\omega_{0,k}^2-w^2)^2}.$$
Summing over $k$ gives $\alpha'(w)=D(w)$. Lean follows the same route: `HasDerivAt.fun_sum` reduces the claim to one term, and the quotient rule settles it.

```lean
/-- Off resonance, the frequency derivative of the polarizability is the sum `dispersion`. -/
theorem pol_hasDerivAt (f ω₀ : ι → ℝ) (w : ℝ) (h : ∀ k, ω₀ k ^ 2 ≠ w ^ 2) :
    HasDerivAt (pol f ω₀) (dispersion f ω₀ w) w := by
  have hsum : HasDerivAt (fun x => ∑ k, f k / (ω₀ k ^ 2 - x ^ 2))
      (∑ k, 2 * w * f k / (ω₀ k ^ 2 - w ^ 2) ^ 2) w := by
    apply HasDerivAt.fun_sum
    intro k _
    have hd : HasDerivAt (fun x : ℝ => ω₀ k ^ 2 - x ^ 2) (-(2 * w)) w :=
      ((hasDerivAt_pow 2 w).const_sub (ω₀ k ^ 2)).congr_deriv (by norm_num)
    exact ((hasDerivAt_const w (f k)).fun_div hd (sub_ne_zero.mpr (h k))).congr_deriv (by ring)
  exact hsum
```

At $B=0$ the term $swB$ vanishes, so $\alpha_+(0)=\alpha_-(0)=\alpha(w)$.

```lean
/-- At zero magnetic field both circular polarizabilities equal the ordinary one. -/
theorem circularPol_zero (f ω₀ : ι → ℝ) (w s : ℝ) :
    circularPol f ω₀ w s 0 = pol f ω₀ w := by
  simp only [circularPol, pol, mul_zero, sub_zero]
```

Now hold $w$ fixed and vary the field:
$$\left.\frac{d}{dB}\,\frac{f_k}{\omega_{0,k}^2-w^2-swB}\right|_{B=0}=\frac{swf_k}{(\omega_{0,k}^2-w^2)^2}=\frac s2\,\frac{2wf_k}{(\omega_{0,k}^2-w^2)^2}.$$
Hence $\alpha_s$ has initial slope $\tfrac s2D(w)$.

A factor of two is readily lost here. Since $w^2+swB=(w+sB/2)^2-B^2/4$, a weak field acts as a frequency shift of $sB/2$, the Larmor frequency, while $B$ itself is the cyclotron frequency. Anyone who inserts the Larmor frequency $e\mathcal B/(2m)$ for $B$ in the final formula obtains half the correct rotation.

The Lean proof is again termwise. The hypothesis `h` keeps every denominator away from zero at $B=0$, and `Finset.mul_sum` moves the factor $s/2$ inside the sum.

```lean
/-- Off resonance, the circular polarizability of sense `s` changes with the magnetic field at
the initial rate `s / 2` times `dispersion`. -/
theorem circularPol_hasDerivAt (f ω₀ : ι → ℝ) (w s : ℝ) (h : ∀ k, ω₀ k ^ 2 ≠ w ^ 2) :
    HasDerivAt (circularPol f ω₀ w s) (s / 2 * dispersion f ω₀ w) 0 := by
  have hsum : HasDerivAt (fun B => ∑ k, f k / (ω₀ k ^ 2 - w ^ 2 - s * w * B))
      (∑ k, s / 2 * (2 * w * f k / (ω₀ k ^ 2 - w ^ 2) ^ 2)) 0 := by
    apply HasDerivAt.fun_sum
    intro k _
    have hd : HasDerivAt (fun B : ℝ => ω₀ k ^ 2 - w ^ 2 - s * w * B) (-(s * w)) 0 :=
      (((hasDerivAt_id' (0 : ℝ)).const_mul (s * w)).const_sub
        (ω₀ k ^ 2 - w ^ 2)).congr_deriv (by ring)
    have hn : ω₀ k ^ 2 - w ^ 2 - s * w * 0 ≠ 0 := by
      rw [mul_zero, sub_zero]
      exact sub_ne_zero.mpr (h k)
    exact ((hasDerivAt_const (0 : ℝ) (f k)).fun_div hd hn).congr_deriv (by
      simp only [mul_zero, sub_zero]
      ring)
  rw [dispersion, Finset.mul_sum]
  exact hsum
```

## Becquerel's relation for polarizabilities

Subtracting the slopes for the two senses gives
$$\left.\frac{d}{dB}(\alpha_+-\alpha_-)\right|_{B=0}=\left(\tfrac12+\tfrac12\right)D(w)=\alpha'(w).$$

In `becquerel_polarizability`, `HasDerivAt` says that the splitting is differentiable at zero field with this slope. The only hypothesis is that $w^2$ differs from every $\omega_{0,k}^2$; the strengths may have any sign. The proof replaces `deriv (pol f ω₀) w` by the sum already found and subtracts the two field derivatives.

For this model of independent, undamped oscillators, the relation offers a check on a simulation: a finite-difference field slope of the circular splitting should approach the frequency slope computed without a field.

```lean
/-- Becquerel relation for polarizabilities: off resonance, the field derivative of the circular
splitting at zero field equals the frequency derivative of the polarizability. -/
theorem becquerel_polarizability (f ω₀ : ι → ℝ) (w : ℝ) (h : ∀ k, ω₀ k ^ 2 ≠ w ^ 2) :
    HasDerivAt (fun B => circularPol f ω₀ w 1 B - circularPol f ω₀ w (-1) B)
      (deriv (pol f ω₀) w) 0 := by
  rw [(pol_hasDerivAt f ω₀ w h).deriv]
  exact ((circularPol_hasDerivAt f ω₀ w 1 h).fun_sub
    (circularPol_hasDerivAt f ω₀ w (-1) h)).congr_deriv (by ring)
```

## From polarizability to rotation

Let $n(w)=\sqrt{1+\kappa\alpha(w)}$ with a positive radicand. The chain rule gives
$$\frac{dn}{dw}=\frac{\kappa\,D(w)}{2n}.$$
For the circular index $n_s=\sqrt{1+\kappa\alpha_s}$, the two senses share the value $n$ at zero field, so
$$\left.\frac{dn_s}{dB}\right|_{B=0}=\frac{\kappa}{2n}\cdot\frac s2D(w)=\frac s2\,\frac{dn}{dw}.$$
The slope of the rotation per unit length is then
$$\left.\frac{d}{dB}\left[\frac w2(n_+-n_-)\right]\right|_{B=0}=\frac w2\,\frac{dn}{dw}.$$
The square root is never expanded, so the medium need not be dilute within the assumed index relation.

The theorem `becquerel_rotation` has two conclusions: the index is differentiable at $w$, and the rotation has the stated field slope. Its hypothesis `hn` requires $1+\kappa\alpha(w)>0$, the condition for a propagating wave in this lossless medium. In the proof, `hw` is the frequency derivative and `hB` the field derivative for general $s$; the last line takes their difference at $s=1$ and $s=-1$ and multiplies by $w/2$.

The result is a slope at zero field, so it sets no bound on the error at finite field. Absorption and oscillators with different charge-to-mass ratios also lie beyond this model.

```lean
/-- Becquerel formula: off resonance and for a positive squared index, the refractive index is
differentiable in frequency, and the rotation per unit length and field at zero field is
`w / 2` times its derivative. -/
theorem becquerel_rotation (κ : ℝ) (f ω₀ : ι → ℝ) (w : ℝ) (h : ∀ k, ω₀ k ^ 2 ≠ w ^ 2)
    (hn : 0 < 1 + κ * pol f ω₀ w) :
    DifferentiableAt ℝ (fun x => refractiveIndex κ (pol f ω₀ x)) w ∧
      HasDerivAt (faradayRotation κ f ω₀ w)
        (w / 2 * deriv (fun x => refractiveIndex κ (pol f ω₀ x)) w) 0 := by
  have hw : HasDerivAt (fun x => refractiveIndex κ (pol f ω₀ x))
      (κ * dispersion f ω₀ w / (2 * refractiveIndex κ (pol f ω₀ w))) w :=
    (((pol_hasDerivAt f ω₀ w h).const_mul κ).const_add 1).sqrt hn.ne'
  -- the field slope of the circular index at zero field is `s / 2` times the frequency slope
  have hB : ∀ s : ℝ, HasDerivAt (fun B => refractiveIndex κ (circularPol f ω₀ w s B))
      (s / 2 * (κ * dispersion f ω₀ w / (2 * refractiveIndex κ (pol f ω₀ w)))) 0 := by
    intro s
    have h1 := (((circularPol_hasDerivAt f ω₀ w s h).const_mul κ).const_add 1).sqrt
      (by rw [circularPol_zero]; exact hn.ne')
    refine h1.congr_deriv ?_
    rw [circularPol_zero, refractiveIndex]
    ring
  refine ⟨hw.differentiableAt, ?_⟩
  rw [hw.deriv]
  exact (((hB 1).fun_sub (hB (-1))).const_mul (w / 2)).congr_deriv (by ring)
```

## Light of low frequency

Suppose that every $\omega_{0,k}$ is positive. There are finitely many oscillators, so all sufficiently small $w$ are off resonance. For such $w\ne0$,
$$\frac{\alpha'(w)}{w}=2\sum_k\frac{f_k}{(\omega_{0,k}^2-w^2)^2}\longrightarrow2\sum_k\frac{f_k}{\omega_{0,k}^4}\qquad(w\to0).$$
By the relation for polarizabilities, the field slope of the circular splitting therefore vanishes in proportion to $w$, or faster if the limiting sum is zero. If the $f_k$ are read as the oscillator strengths, in atomic units, of a finite list of discrete excitations with no continuum, then $\sum_kf_k/\omega_{0,k}^4$, without the factor 2, is the Cauchy moment with the fourth inverse power of the excitation frequency. This reading concerns the polarizability alone: the response of a molecule to a magnetic field is in general not that of isotropic oscillators.

The filter `𝓝[≠] 0` in `low_frequency_limit` expresses an approach to zero through nonzero frequencies, where the quotient is meaningful. In the proof, `ht` gives the limit of each term and `hev` the absence of resonances near zero. The step `hlim.congr'` then carries the limit of the explicit sum over to $\alpha'(w)/w$, since the two agree at all small nonzero frequencies.

```lean
/-- For positive oscillator frequencies, the derivative of the polarizability divided by the
light frequency tends to `2 ∑ f / ω₀ ^ 4` as the light frequency tends to zero. -/
theorem low_frequency_limit (f ω₀ : ι → ℝ) (hω : ∀ k, 0 < ω₀ k) :
    Tendsto (fun w => deriv (pol f ω₀) w / w) (𝓝[≠] 0) (𝓝 (2 * ∑ k, f k / ω₀ k ^ 4)) := by
  have ht : ∀ k, Tendsto (fun x : ℝ => f k / (ω₀ k ^ 2 - x ^ 2) ^ 2) (𝓝 0)
      (𝓝 (f k / ω₀ k ^ 4)) := by
    intro k
    have hc : Continuous (fun x : ℝ => (ω₀ k ^ 2 - x ^ 2) ^ 2) := by fun_prop
    have hd : Tendsto (fun x : ℝ => (ω₀ k ^ 2 - x ^ 2) ^ 2) (𝓝 0) (𝓝 (ω₀ k ^ 4)) := by
      have e : (ω₀ k ^ 2 - (0 : ℝ) ^ 2) ^ 2 = ω₀ k ^ 4 := by ring
      rw [← e]
      exact hc.tendsto 0
    exact tendsto_const_nhds.div hd (pow_pos (hω k) 4).ne'
  -- light of sufficiently low frequency is off resonance
  have hev : ∀ᶠ x : ℝ in 𝓝 0, ∀ k, x ^ 2 ≠ ω₀ k ^ 2 := by
    refine eventually_all.2 fun k => ?_
    have hc : Continuous (fun x : ℝ => x ^ 2) := by fun_prop
    have h0 : (0 : ℝ) ^ 2 ≠ ω₀ k ^ 2 := by
      have hp : 0 < ω₀ k ^ 2 := pow_pos (hω k) 2
      have hz : (0 : ℝ) ^ 2 = 0 := by norm_num
      rw [hz]
      exact hp.ne
    exact hc.continuousAt.eventually_ne h0
  have hlim := ((tendsto_finsetSum Finset.univ fun k _ => ht k).const_mul 2).mono_left
    (nhdsWithin_le_nhds (s := {(0 : ℝ)}ᶜ))
  refine hlim.congr' ?_
  filter_upwards [self_mem_nhdsWithin, nhdsWithin_le_nhds hev] with x hx hr
  have hx0 : x ≠ 0 := hx
  rw [(pol_hasDerivAt f ω₀ x fun k => (hr k).symm).deriv, dispersion, Finset.mul_sum,
    Finset.sum_div]
  refine Finset.sum_congr rfl fun k _ => ?_
  rw [eq_div_iff hx0]
  ring

end

end BecquerelFormula
```

```lean
#print axioms BecquerelFormula.steady_state_iff
#print axioms BecquerelFormula.becquerel_polarizability
#print axioms BecquerelFormula.becquerel_rotation
#print axioms BecquerelFormula.low_frequency_limit
```

```
'BecquerelFormula.steady_state_iff' depends on axioms: [propext, Classical.choice, Quot.sound]
'BecquerelFormula.becquerel_polarizability' depends on axioms: [propext, Classical.choice, Quot.sound]
'BecquerelFormula.becquerel_rotation' depends on axioms: [propext, Classical.choice, Quot.sound]
'BecquerelFormula.low_frequency_limit' depends on axioms: [propext, Classical.choice, Quot.sound]
```
